# The frequency-independent interband conductivity of four ideal Dirac cones

Light of frequency $\omega$ falls on a sheet of undoped graphene. Near each Dirac point the filled and empty bands form a cone, and a photon lifts an electron vertically from the lower half to the upper half, wherever the gap equals $\hbar\omega$. Raising $\omega$ enlarges the circle of resonant states, but it also moves that circle away from the Dirac point, near which the position operator couples the bands most strongly. What is the net effect on the conductivity?

The model is non-interacting and clean, at zero temperature, with cones that stay linear at all energies. Write $k=(x,y)$ for the wave vector measured from the Dirac point and $v>0$ for the band velocity. The Hamiltonian is $H=\hbar v(x\sigma_x+y\sigma_y)$.

```lean
import Mathlib

open Matrix Real

namespace GrapheneQuantumMetric

noncomputable section
```

The Pauli matrices are written out in the usual basis.

```lean
/-- The Pauli matrix `σx`. -/
def pauliX : Matrix (Fin 2) (Fin 2) ℂ := !![0, 1; 1, 0]

/-- The Pauli matrix `σy`. -/
def pauliY : Matrix (Fin 2) (Fin 2) ℂ := !![0, -Complex.I; Complex.I, 0]
```

The length $|k|$ is `knorm x y`, so the hypothesis `knorm x y ≠ 0` below means $k\neq0$.

```lean
/-- The length of the wave vector `(x, y)`. -/
def knorm (x y : ℝ) : ℝ := √(x ^ 2 + y ^ 2)
```

Since $(x\sigma_x+y\sigma_y)^2=|k|^2$, the energies are $\pm\hbar v|k|$, and the projector onto the lower band is

$$P(k)=\tfrac12\left(1-\frac{x\sigma_x+y\sigma_y}{|k|}\right).$$

```lean
/-- The matrix `P(k) = (1 - (x σx + y σy)/|k|)/2`, for a nonzero wave vector `k = (x, y)`. -/
def valenceProjector (x y : ℝ) : Matrix (Fin 2) (Fin 2) ℂ :=
  (1 / 2 : ℂ) • (1 - ((x / knorm x y : ℝ) : ℂ) • pauliX - ((y / knorm x y : ℝ) : ℂ) • pauliY)
```

Let $(a,b)$ be a real direction in the plane, which will be the polarisation of the light. The derivative $\partial P$ of $P$ along it is taken entry by entry on the line $k+t(a,b)$ at $t=0$.

```lean
/-- The entrywise derivative of `P` at `k = (x, y)` along `(a, b)`, for nonzero `k`. -/
def projectorDeriv (x y a b : ℝ) : Matrix (Fin 2) (Fin 2) ℂ :=
  Matrix.of fun i j => deriv (fun t : ℝ => valenceProjector (x + t * a) (y + t * b) i j) 0
```

The quantum metric along $(a,b)$ is $g=\tfrac12\operatorname{tr}\,(\partial P)^2$. For two bands it equals the squared interband matrix element of the position operator, which is why it governs absorption. The choice $(a,b)=(1,0)$ gives $g_{xx}$.

```lean
/-- The quantum metric along `(a, b)`: half the (real part of the) trace of the squared
derivative of `P`, for nonzero `k = (x, y)`. -/
def quantumMetric (x y a b : ℝ) : ℝ :=
  (projectorDeriv x y a b * projectorDeriv x y a b).trace.re / 2
```

With $e$ the electron charge, $\omega>0$ and $a^2+b^2=1$, the Kubo formula for the real (absorptive) part $\sigma$ of the interband conductivity of four cones that contribute equally (two spins, two valleys) reads

$$\sigma(\omega)=4\,\frac{\pi e^2}{\hbar}\int\frac{d^2k}{(2\pi)^2}\;2v|k|\,g(k)\,\delta(\omega-2v|k|).$$

The delta function is the frequency derivative of a step, so one can first collect all momenta with $2v|k|\le\Omega$ in a weight $W(\Omega)$ and then differentiate. In polar coordinates,

$$W(\Omega)=\int_0^{\Omega/(2v)}2v\rho\left(\int_0^{2\pi}g\,d\theta\right)\rho\,d\rho .$$

```lean
/-- The quantum metric times the transition frequency `2v|k|`, integrated in polar coordinates
over all `k` with `0 < |k| ≤ Ω/(2v)`, for `v > 0`. -/
def spectralWeight (v a b Ω : ℝ) : ℝ :=
  ∫ ρ in Set.Ioc 0 (Ω / (2 * v)),
    2 * v * ρ * (∫ θ in (0 : ℝ)..(2 * π), quantumMetric (ρ * cos θ) (ρ * sin θ) a b) * ρ
```

The conductivity is then the prefactor times $W'(\omega)$. The Kubo formula and the reading of $P$ as the lower-band projector are physical input here: the Lean code takes both as definitions and derives neither.

```lean
/-- The real part of the interband Kubo conductivity of four Dirac cones for a field along the unit
vector `(a, b)`, with `ħ ≠ 0` and `v, ω > 0`; the frequency derivative of the weight stands for the
resonance delta function. -/
def conductivity (e ħ v a b ω : ℝ) : ℝ :=
  4 * (π * e ^ 2 / ħ) / (2 * π) ^ 2 * deriv (spectralWeight v a b) ω
```

## (a) The squared length of the wave vector

**Task.** Show that $|k|^2=x^2+y^2$.

**Solution.** The radicand $x^2+y^2$ is never negative, so squaring its root returns it. In Lean, `positivity` supplies the sign.

```lean
/-- The squared length of the wave vector is `x² + y²`. -/
theorem knorm_sq (x y : ℝ) : knorm x y ^ 2 = x ^ 2 + y ^ 2 :=
  Real.sq_sqrt (by positivity)
```

## (b) Differentiating a component of the unit vector

**Task.** For $k\neq0$ and real $p,c$, show that

$$\frac{d}{dt}\,\frac{p+tc}{|k+t(a,b)|}\bigg|_{t=0}=\frac{c(x^2+y^2)-p(xa+yb)}{|k|^3}.$$

**Solution.** Let $N(t)=\sqrt{(x+ta)^2+(y+tb)^2}$. The chain rule gives

$$N'(0)=\frac{2xa+2yb}{2|k|}=\frac{xa+yb}{|k|}.$$

By the quotient rule the derivative is

$$\frac{c|k|-p(xa+yb)/|k|}{|k|^2}=\frac{c|k|^2-p(xa+yb)}{|k|^3},$$

and (a) replaces $|k|^2$ in the numerator.

In the code, `lin` differentiates the linear functions, `hN` is the formula for $N'(0)$, and `fun_div` is the quotient rule.

```lean
/-- The derivative of `(p + t c)/|k + t (a, b)|` at `t = 0`, for nonzero `k = (x, y)`. -/
theorem hasDerivAt_div_knorm (x y a b p c : ℝ) (h : knorm x y ≠ 0) :
    HasDerivAt (fun t : ℝ => (p + t * c) / knorm (x + t * a) (y + t * b))
      ((c * (x ^ 2 + y ^ 2) - p * (x * a + y * b)) / knorm x y ^ 3) 0 := by
  have lin : ∀ q d : ℝ, HasDerivAt (fun t : ℝ => q + t * d) d 0 := fun q d => by
    simpa only [one_mul] using ((hasDerivAt_id' (0 : ℝ)).mul_const d).const_add q
  have hne : x ^ 2 + y ^ 2 ≠ 0 := by
    rw [← knorm_sq]
    exact pow_ne_zero 2 h
  have hN : HasDerivAt (fun t : ℝ => knorm (x + t * a) (y + t * b))
      ((x * a + y * b) / knorm x y) 0 := by
    refine ((((lin x a).fun_pow 2).fun_add ((lin y b).fun_pow 2)).sqrt
      (by simpa only [zero_mul, add_zero] using hne)).congr_deriv ?_
    simp only [knorm, zero_mul, add_zero, Nat.reduceSub, pow_one, Nat.cast_ofNat]
    ring
  refine ((lin p c).fun_div hN (by simpa only [zero_mul, add_zero] using h)).congr_deriv ?_
  simp only [zero_mul, add_zero]
  rw [← knorm_sq x y]
  field_simp
```

## (c) How the projector turns

**Task.** For $k\ne0$, show that

$$\partial P=\frac{bx-ay}{2|k|^3}\,(y\sigma_x-x\sigma_y).$$

**Solution.** Apply (b) to the two components of $k/|k|$. For $p=x$, $c=a$ the numerator is

$$a(x^2+y^2)-x(xa+yb)=-y(bx-ay),$$

and for $p=y$, $c=b$ it is

$$b(x^2+y^2)-y(xa+yb)=x(bx-ay).$$

Therefore

$$\partial P=-\frac{1}{2|k|^3}\big[-y(bx-ay)\sigma_x+x(bx-ay)\sigma_y\big],$$

which is the target. A step along $k$ itself gives zero, because $P$ depends only on the direction of $k$.

The Lean statement concerns each matrix entry `i j`. The two uses of (b) are `h1` and `h2`, and `h3` assembles them with the Pauli entries as constants.

```lean
/-- For nonzero `k = (x, y)`, each entry of `P` has a derivative along `(a, b)`, given by the same
entry of `(b x - a y)/(2|k|³)` times the matrix `y σx - x σy`. -/
theorem hasDerivAt_valenceProjector (x y a b : ℝ) (h : knorm x y ≠ 0) (i j : Fin 2) :
    HasDerivAt (fun t : ℝ => valenceProjector (x + t * a) (y + t * b) i j)
      (((((b * x - a * y) / (2 * knorm x y ^ 3) : ℝ) : ℂ) •
        ((y : ℂ) • pauliX - (x : ℂ) • pauliY)) i j) 0 := by
  have h1 := (hasDerivAt_div_knorm x y a b x a h).ofReal_comp
  have h2 := (hasDerivAt_div_knorm x y a b y b h).ofReal_comp
  have h3 := (((h1.mul_const (pauliX i j)).const_sub
    ((1 : Matrix (Fin 2) (Fin 2) ℂ) i j)).fun_sub
    (h2.mul_const (pauliY i j))).const_mul (1 / 2 : ℂ)
  simp only [valenceProjector, Matrix.smul_apply, Matrix.sub_apply, smul_eq_mul]
  refine h3.congr_deriv ?_
  push_cast
  ring
```

## (d) The quantum metric

**Task.** For $k\neq0$, show that $P$ is differentiable along $(a,b)$ and that

$$g=\frac{(ay-bx)^2}{4|k|^4},\qquad\text{so that}\qquad g_{xx}=\frac{y^2}{4|k|^4}.$$

**Solution.** Differentiability is contained in (c). Put $s=(bx-ay)/(2|k|^3)$. Since $\sigma_x$ and $\sigma_y$ anticommute and square to one,

$$(y\sigma_x-x\sigma_y)^2=(x^2+y^2)\,1,$$

whose trace is $2|k|^2$. Hence

$$g=\tfrac12 s^2\cdot2|k|^2=\frac{(bx-ay)^2}{4|k|^4}.$$

Setting $(a,b)=(1,0)$ gives $g_{xx}$.

In Lean, `hD` inserts the matrix from (c) and `key` computes the trace for any real $s$. Differentiability is stated alongside the value because `deriv` returns zero for a function that has no derivative.

```lean
/-- For nonzero `k`, `P` is differentiable along `(a, b)` and its quantum metric is
`(a y - b x)²/(4|k|⁴)`. -/
theorem quantumMetric_eq (x y a b : ℝ) (h : knorm x y ≠ 0) :
    (∀ i j, DifferentiableAt ℝ
      (fun t : ℝ => valenceProjector (x + t * a) (y + t * b) i j) 0) ∧
    quantumMetric x y a b = (a * y - b * x) ^ 2 / (4 * knorm x y ^ 4) := by
  refine ⟨fun i j => (hasDerivAt_valenceProjector x y a b h i j).differentiableAt, ?_⟩
  have hD : projectorDeriv x y a b = (((b * x - a * y) / (2 * knorm x y ^ 3) : ℝ) : ℂ) •
      ((y : ℂ) • pauliX - (x : ℂ) • pauliY) := by
    ext i j
    exact (hasDerivAt_valenceProjector x y a b h i j).deriv
  have key : ∀ s : ℝ, (((s : ℂ) • ((y : ℂ) • pauliX - (x : ℂ) • pauliY)) *
      ((s : ℂ) • ((y : ℂ) • pauliX - (x : ℂ) • pauliY))).trace
      = ((2 * s ^ 2 * (x ^ 2 + y ^ 2) : ℝ) : ℂ) := by
    intro s
    simp [Matrix.trace_fin_two, pauliX, pauliY]
    linear_combination (-2 * (s : ℂ) ^ 2 * (x : ℂ) ^ 2) * Complex.I_sq
  rw [quantumMetric, hD, key, Complex.ofReal_re, ← knorm_sq x y]
  field_simp
  ring
```

## (e) Averaging over the circle

**Task.** On a circle of radius $r\neq0$, show that

$$r^2\int_0^{2\pi}g\,d\theta=\frac{\pi}{4}(a^2+b^2).$$

**Solution.** With $x=r\cos\theta$ and $y=r\sin\theta$, part (d) gives

$$g=\frac{(a\sin\theta-b\cos\theta)^2}{4r^2}.$$

An antiderivative of the numerator is

$$F(\theta)=\frac{a^2+b^2}{2}\,\theta+\frac{b^2-a^2}{2}\sin\theta\cos\theta-ab\sin^2\theta,$$

because

$$F'(\theta)=\frac{a^2+b^2}{2}+\frac{b^2-a^2}{2}(\cos^2\theta-\sin^2\theta)-2ab\sin\theta\cos\theta=(a\sin\theta-b\cos\theta)^2.$$

Only the linear term contributes to $F(2\pi)-F(0)=\pi(a^2+b^2)$. Dividing by $4r^2$ and multiplying by $r^2$ gives the result.

These steps are `hg` for the integrand, `hF` for the antiderivative and `hI` for the integral.

```lean
/-- On a circle of radius `r ≠ 0`, `r²` times the angular integral of the quantum metric along
`(a, b)` is `π (a² + b²)/4`. -/
theorem angular_integral (r a b : ℝ) (hr : r ≠ 0) :
    r ^ 2 * (∫ θ in (0 : ℝ)..(2 * π), quantumMetric (r * cos θ) (r * sin θ) a b)
      = π / 4 * (a ^ 2 + b ^ 2) := by
  have hg : ∀ θ : ℝ, quantumMetric (r * cos θ) (r * sin θ) a b
      = (a * sin θ - b * cos θ) ^ 2 / (4 * r ^ 2) := by
    intro θ
    have hsq : knorm (r * cos θ) (r * sin θ) ^ 2 = r ^ 2 := by
      rw [knorm_sq]
      linear_combination r ^ 2 * Real.sin_sq_add_cos_sq θ
    have hN : knorm (r * cos θ) (r * sin θ) ≠ 0 := by
      intro h0
      rw [h0] at hsq
      exact hr (by simpa using hsq.symm)
    have h4 : knorm (r * cos θ) (r * sin θ) ^ 4 = r ^ 4 := by
      linear_combination (knorm (r * cos θ) (r * sin θ) ^ 2 + r ^ 2) * hsq
    rw [(quantumMetric_eq _ _ a b hN).2, h4, div_eq_div_iff (by positivity) (by positivity)]
    ring
  -- an explicit antiderivative gives the average over angles
  have hI : ∫ θ in (0 : ℝ)..(2 * π), (a * sin θ - b * cos θ) ^ 2 = π * (a ^ 2 + b ^ 2) := by
    have hF : ∀ θ : ℝ, HasDerivAt (fun θ : ℝ => (a ^ 2 + b ^ 2) / 2 * θ
        + (b ^ 2 - a ^ 2) / 2 * (sin θ * cos θ) - a * b * sin θ ^ 2)
        ((a * sin θ - b * cos θ) ^ 2) θ := by
      intro θ
      have hs := Real.hasDerivAt_sin θ
      have hc := Real.hasDerivAt_cos θ
      refine ((((hasDerivAt_id' θ).const_mul ((a ^ 2 + b ^ 2) / 2)).fun_add
        ((hs.fun_mul hc).const_mul ((b ^ 2 - a ^ 2) / 2))).fun_sub
        ((hs.fun_pow 2).const_mul (a * b))).congr_deriv ?_
      simp only [Nat.reduceSub, pow_one, Nat.cast_ofNat]
      linear_combination (-(a ^ 2 + b ^ 2) / 2) * Real.sin_sq_add_cos_sq θ
    rw [intervalIntegral.integral_eq_sub_of_hasDerivAt (fun θ _ => hF θ)
      (Continuous.intervalIntegrable (by fun_prop) _ _)]
    simp only [Real.sin_two_pi, Real.sin_zero]
    ring
  simp_rw [hg]
  rw [intervalIntegral.integral_div, hI]
  field_simp
```

## (f) The resonant circle

**Task.** Let $v,\omega>0$ and $r=\omega/(2v)$. Show that

$$\frac{\omega r}{2v}\int_0^{2\pi}g_{xx}\,d\theta=\frac{\pi}{4}.$$

**Solution.** Each factor comes from the Kubo integral: $\omega$ is the transition frequency at resonance, $r$ is the polar area factor, and $1/(2v)$ comes from the delta function. Since $\omega/(2v)=r$, their product is $r^2$, and (e) with $(a,b)=(1,0)$ gives $\pi/4$. The circle and the transition frequency each grow in proportion to $r$, and together they exactly compensate the metric, which falls as $1/r^2$.

The Lean proof does the same, with `e` recording that the prefactor is $r^2$.

```lean
/-- On the resonant circle `r = ω/(2v)`, with `v, ω > 0`, the quantity `ω r/(2v)` times the
angular integral of `g_xx` equals `π/4`. -/
theorem resonant_circle (v ω : ℝ) (hv : 0 < v) (hω : 0 < ω) :
    ω * (ω / (2 * v)) / (2 * v) * (∫ θ in (0 : ℝ)..(2 * π),
      quantumMetric (ω / (2 * v) * cos θ) (ω / (2 * v) * sin θ) 1 0) = π / 4 := by
  have h := angular_integral (ω / (2 * v)) 1 0 (by positivity)
  have e : ω * (ω / (2 * v)) / (2 * v) = (ω / (2 * v)) ^ 2 := by ring
  rw [e, h]
  ring
```

## (g) The growth rate of the spectral weight

**Task.** For $v,\omega>0$, show that

$$W'(\omega)=\frac{\pi}{4}(a^2+b^2).$$

**Solution.** By (e), the radial integrand at every $\rho>0$ is

$$2v\,\rho^2\int_0^{2\pi}g\,d\theta=2v\,\frac{\pi}{4}(a^2+b^2),$$

which is independent of $\rho$. For $\Omega>0$ the integral over a length $\Omega/(2v)$ is therefore

$$W(\Omega)=\Omega\,\frac{\pi}{4}(a^2+b^2),$$

and its slope is the target.

The linear formula is `hW`. It is shown for positive $\Omega$ only, which is enough because a derivative at $\omega>0$ depends only on values near $\omega$; `congr_of_eventuallyEq` expresses this. The integration range `Set.Ioc` leaves out $\rho=0$, where $P$ is not defined physically.

```lean
/-- For `v, ω > 0`, the spectral weight grows with frequency at the constant rate
`π (a² + b²)/4`. -/
theorem hasDerivAt_spectralWeight (v a b ω : ℝ) (hv : 0 < v) (hω : 0 < ω) :
    HasDerivAt (spectralWeight v a b) (π / 4 * (a ^ 2 + b ^ 2)) ω := by
  have hW : ∀ Ω : ℝ, 0 < Ω → spectralWeight v a b Ω = Ω * (π / 4 * (a ^ 2 + b ^ 2)) := by
    intro Ω hΩ
    have hle : 0 ≤ Ω / (2 * v) := by positivity
    -- the radial integrand is constant away from the Dirac point
    have hc : spectralWeight v a b Ω
        = ∫ _ρ in Set.Ioc 0 (Ω / (2 * v)), 2 * v * (π / 4 * (a ^ 2 + b ^ 2)) := by
      refine MeasureTheory.setIntegral_congr_fun measurableSet_Ioc ?_
      intro ρ hρ
      have h := angular_integral ρ a b hρ.1.ne'
      linear_combination 2 * v * h
    rw [hc, ← intervalIntegral.integral_of_le hle, intervalIntegral.integral_const,
      smul_eq_mul, sub_zero]
    field_simp
  have hlin : HasDerivAt (fun Ω : ℝ => Ω * (π / 4 * (a ^ 2 + b ^ 2)))
      (π / 4 * (a ^ 2 + b ^ 2)) ω := by
    simpa only [one_mul] using (hasDerivAt_id' ω).mul_const (π / 4 * (a ^ 2 + b ^ 2))
  refine hlin.congr_of_eventuallyEq ?_
  filter_upwards [Ioi_mem_nhds hω] with Ω hΩ
  exact hW Ω hΩ
```

## (h) The conductivity

**Task.** For $v,\omega>0$, $\hbar\neq0$ and a unit polarisation, $a^2+b^2=1$, show that

$$\hbar\,\sigma(\omega)=\frac{e^2}{4},\qquad\text{that is,}\qquad \sigma(\omega)=\frac{e^2}{4\hbar}.$$

**Solution.** Insert (g) in the Kubo formula:

$$\sigma(\omega)=4\cdot\frac{\pi e^2}{\hbar}\cdot\frac{1}{4\pi^2}\cdot\frac{\pi}{4}=\frac{e^2}{4\hbar}.$$

Neither $\omega$, nor $v$, nor the direction of linear polarisation survives. For electronic-structure work this gives a reference value for the real part computed by an interband conductivity code, as long as the code is run on four clean, non-interacting, undoped, linear cones at zero temperature, with a converged $k$ mesh and in the limit of vanishing broadening of the delta function. Trigonal warping, doping and electron–electron interactions lie beyond this model.

The proof substitutes the derivative from (g) and the condition `hu` on the polarisation, and `field_simp` and `ring` finish the arithmetic.

```lean
/-- For `v, ω > 0`, `ħ ≠ 0` and any unit polarisation `(a, b)`, the real part `σ` of the interband
conductivity of four Dirac cones satisfies `ħ σ = e²/4`. -/
theorem universal_conductivity (e ħ v a b ω : ℝ) (hħ : ħ ≠ 0) (hv : 0 < v) (hω : 0 < ω)
    (hu : a ^ 2 + b ^ 2 = 1) : ħ * conductivity e ħ v a b ω = e ^ 2 / 4 := by
  have hπ : π ≠ 0 := Real.pi_ne_zero
  rw [conductivity, (hasDerivAt_spectralWeight v a b ω hv hω).deriv, hu]
  field_simp
  ring

end

end GrapheneQuantumMetric
```

```lean
#print axioms GrapheneQuantumMetric.resonant_circle
#print axioms GrapheneQuantumMetric.universal_conductivity
```

```
'GrapheneQuantumMetric.resonant_circle' depends on axioms: [propext, Classical.choice, Quot.sound]
'GrapheneQuantumMetric.universal_conductivity' depends on axioms: [propext, Classical.choice, Quot.sound]
```
